# For energies E + a/N + b/N^(4/3) with b ≠ 0, the two-point estimate of E errs with the sign opposite to b

## Finite cells and the bulk energy

A simulation of the uniform electron gas treats \(N\) electrons in a periodic cell at fixed density, while the quantity wanted is the energy per particle of the infinite system. In three dimensions, once shell effects have been reduced, a common description of the size dependence is

\[
e(N) = E + \frac{a}{N} + \frac{b}{N^{4/3}} .
\]

Here \(E\) is the bulk energy per particle, not a total energy. The coefficients \(a\) and \(b\) stand for the leading and next corrections due to long-range Coulomb effects in the finite cell. With energies at two sizes \(N_1 < N_2\), one can eliminate \(a\) by the estimate

\[
T_{12} = \frac{N_2\,e(N_2) - N_1\,e(N_1)}{N_2 - N_1}.
\]

On which side of \(E\) does it lie when \(b\) is not zero?

## The error is free of a and opposite in sign to b

For \(0 < N_1 < N_2\) and \(b \neq 0\), theorem `electronGas_twoPoint` states that

\[
T_{12} - E = \frac{b\,(N_2^{-1/3} - N_1^{-1/3})}{N_2 - N_1},
\qquad b\,(T_{12} - E) < 0 .
\]

The inequality says that the error is nonzero and has the sign opposite to \(b\).

Apart from `twoPoint_weights_unique`, which concerns data without a \(b\)-term, the other theorems use a general exponent \(1+s\) in place of \(4/3\); this \(s\) is unrelated to the density parameter \(r_s\). In Lean, `energy E a b s N` is the size law, `twoPoint f N1 N2` is the estimate for any energy function `f`, and `tailSlope s N1 N2` is the difference quotient

\[
D_{12} = \frac{N_2^{-s} - N_1^{-s}}{N_2 - N_1}.
\]

Sizes are positive real numbers, which include the particle numbers, and powers have real exponents.

The two-term law is assumed, not derived from the Coulomb Hamiltonian. The step to real data is that computed energies follow it closely enough: higher-order terms, residual shell effects and statistical noise can each change the error, in either direction. Within that law, knowing the sign of \(b\) tells a simulator whether the two-point estimate lies above or below the bulk energy.

## Cancelling the 1/N term

Let \(e(N) = E + a/N + b/N^{1+s}\) with \(s > 0\). Since \(N/N^{1+s} = N^{-s}\), multiplication by \(N\) gives

\[
N e(N) = N E + a + b N^{-s}.
\]

Subtracting this relation at \(N_1\) from the one at \(N_2\) removes \(a\):

\[
N_2 e(N_2) - N_1 e(N_1) = (N_2 - N_1)E + b\,(N_2^{-s} - N_1^{-s}).
\]

Division by \(N_2 - N_1\) yields \(T_{12} - E = b D_{12}\).

## Sign and size from the mean value theorem

The derivative of \(x^{-s}\) is \(-s/x^{1+s}\), so there is a \(c\) with \(N_1 < c < N_2\) and \(D_{12} = -s/c^{1+s}\). Because \(x^{1+s}\) increases with \(x\),

\[
-\frac{s}{N_1^{1+s}} < D_{12} < -\frac{s}{N_2^{1+s}} < 0 .
\]

Hence, for \(b \neq 0\), \(b(T_{12} - E) = b^2 D_{12} < 0\), and multiplying the bounds by \(|b|\) gives

\[
\frac{s|b|}{N_2^{1+s}} < |T_{12} - E| < \frac{s|b|}{N_1^{1+s}} .
\]

For the electron gas, \(s = 1/3\): the magnitude of the error lies between one third of the magnitude of the \(b\)-term at the larger size and one third of that at the smaller size.

As \(N_2 \to N_1\), the two bounds merge and the error tends to \(-sb/N_1^{1+s}\).

The condition \(s > 0\) cannot be relaxed to \(s \ge 0\) in the sign statement. Take \(s = 0\), \(E = a = 0\) and \(b = 1\). Then \(e(N) = 1/N\), and the sizes 1 and 2 give \(T_{12} = 0 = E\), with no error at all.

## Unique weights, and a third size

Suppose \(w_1 e(N_1) + w_2 e(N_2) = E\) for all data of the form \(E + a/N\). The choice \(E = 1\), \(a = 0\) gives \(w_1 + w_2 = 1\). The choice \(E = 0\), \(a = N_1N_2\) gives \(w_1N_2 + w_2N_1 = 0\). Solving these,

\[
w_1 = -\frac{N_1}{N_2-N_1}, \qquad w_2 = \frac{N_2}{N_2-N_1},
\]

which are the weights in \(T_{12}\).

With a third size \(N_3 > N_2\), define \(T_{23}\) and \(D_{23}\) in the same way from \(N_2\) and \(N_3\). Then \(T_{12} = E + bD_{12}\) and \(T_{23} = E + bD_{23}\), so

\[
D_{23}T_{12} - D_{12}T_{23} = (D_{23} - D_{12})E .
\]

The bounds above give \(D_{12} < -s/N_2^{1+s} < D_{23}\). Division by \(D_{23} - D_{12}\) is therefore allowed and returns \(E\) exactly. The exponent \(s\) must be known; \(a\) and \(b\) need not be.

## The Lean file

```lean
import Mathlib

namespace ElectronGasSizeExtrapolation

noncomputable section

/-- Energy per particle at particle number `N > 0`: the bulk value `E`, a correction `a / N`,
and a further correction `b / N ^ (1 + s)`. -/
def energy (E a b s N : ℝ) : ℝ := E + a / N + b / N ^ (1 + s)

/-- The two-point estimate of the bulk energy per particle from the energies per particle `f`
at two different sizes `N1 ≠ N2`. -/
def twoPoint (f : ℝ → ℝ) (N1 N2 : ℝ) : ℝ := (N2 * f N2 - N1 * f N1) / (N2 - N1)

/-- The difference quotient of `N ^ (-s)` between two different positive sizes. -/
def tailSlope (s N1 N2 : ℝ) : ℝ := (N2 ^ (-s) - N1 ^ (-s)) / (N2 - N1)

/-- For `N > 0` the total energy is a bulk part `N * E`, a constant `a`, and a remainder
`b * N ^ (-s)`. -/
theorem total_energy (E a b s : ℝ) {N : ℝ} (hN : 0 < N) :
    N * energy E a b s N = N * E + a + b * N ^ (-s) := by
  unfold energy
  rw [Real.rpow_add hN, Real.rpow_one, Real.rpow_neg hN.le]
  have hinv : N * N⁻¹ = 1 := mul_inv_cancel₀ hN.ne'
  linear_combination (a + b * (N ^ s)⁻¹) * hinv

/-- For `0 < N1 < N2` the error of the two-point estimate is `b` times the difference quotient
of `N ^ (-s)`; the coefficient `a` has dropped out. -/
theorem twoPoint_error (E a b s : ℝ) {N1 N2 : ℝ} (h1 : 0 < N1) (h12 : N1 < N2) :
    twoPoint (energy E a b s) N1 N2 - E = b * tailSlope s N1 N2 := by
  have h : N2 - N1 ≠ 0 := (sub_pos.2 h12).ne'
  unfold twoPoint tailSlope
  rw [total_energy E a b s h1, total_energy E a b s (h1.trans h12)]
  linear_combination E * mul_inv_cancel₀ h

/-- For `s > 0` and `0 < N1 < N2` the difference quotient of `N ^ (-s)` lies strictly between
the derivatives of `N ^ (-s)` at the two sizes. -/
theorem tailSlope_bounds {s N1 N2 : ℝ} (hs : 0 < s) (h1 : 0 < N1) (h12 : N1 < N2) :
    -(s / N1 ^ (1 + s)) < tailSlope s N1 N2 ∧
      tailSlope s N1 N2 < -(s / N2 ^ (1 + s)) := by
  have hd : ∀ x : ℝ, 0 < x →
      HasDerivAt (fun y : ℝ => y ^ (-s)) (-(s / x ^ (1 + s))) x := by
    intro x hx
    refine (Real.hasDerivAt_rpow_const (p := -s) (Or.inl hx.ne')).congr_deriv ?_
    rw [show -s - 1 = -(1 + s) by ring, Real.rpow_neg hx.le]
    ring
  -- the mean value theorem gives an intermediate size c
  obtain ⟨c, hc, hcs⟩ := exists_hasDerivAt_eq_slope (fun y : ℝ => y ^ (-s))
    (fun x => -(s / x ^ (1 + s))) h12
    (fun x hx => (hd x (lt_of_lt_of_le h1 hx.1)).continuousAt.continuousWithinAt)
    (fun x hx => hd x (h1.trans hx.1))
  have hc' : tailSlope s N1 N2 = -(s / c ^ (1 + s)) := hcs.symm
  have hc0 : 0 < c := h1.trans hc.1
  have hp : 0 < 1 + s := by linarith
  rw [hc']
  constructor
  · exact neg_lt_neg (div_lt_div_of_pos_left hs (Real.rpow_pos_of_pos h1 _)
      (Real.rpow_lt_rpow h1.le hc.1 hp))
  · exact neg_lt_neg (div_lt_div_of_pos_left hs (Real.rpow_pos_of_pos hc0 _)
      (Real.rpow_lt_rpow hc0.le hc.2 hp))

/-- For `s > 0`, `b ≠ 0` and `0 < N1 < N2` the error of the two-point estimate is nonzero and
has the sign opposite to `b`. -/
theorem twoPoint_error_sign (E a : ℝ) {b s N1 N2 : ℝ} (hs : 0 < s) (hb : b ≠ 0)
    (h1 : 0 < N1) (h12 : N1 < N2) :
    b * (twoPoint (energy E a b s) N1 N2 - E) < 0 := by
  have hpos : 0 < s / N2 ^ (1 + s) := div_pos hs (Real.rpow_pos_of_pos (h1.trans h12) _)
  have hg : tailSlope s N1 N2 < 0 := by linarith [(tailSlope_bounds hs h1 h12).2]
  have hb2 : 0 < b ^ 2 := by positivity
  rw [twoPoint_error E a b s h1 h12]
  calc b * (b * tailSlope s N1 N2) = b ^ 2 * tailSlope s N1 N2 := by ring
    _ < 0 := mul_neg_of_pos_of_neg hb2 hg

/-- For `s > 0`, `b ≠ 0` and `0 < N1 < N2` the size of the error lies strictly between `s` times
the magnitudes of the `b`-correction at the larger and at the smaller system. -/
theorem twoPoint_error_size (E a : ℝ) {b s N1 N2 : ℝ} (hs : 0 < s) (hb : b ≠ 0)
    (h1 : 0 < N1) (h12 : N1 < N2) :
    s * (|b| / N2 ^ (1 + s)) < |twoPoint (energy E a b s) N1 N2 - E| ∧
      |twoPoint (energy E a b s) N1 N2 - E| < s * (|b| / N1 ^ (1 + s)) := by
  obtain ⟨hl, hu⟩ := tailSlope_bounds hs h1 h12
  have hpos : 0 < s / N2 ^ (1 + s) := div_pos hs (Real.rpow_pos_of_pos (h1.trans h12) _)
  have hg : tailSlope s N1 N2 < 0 := by linarith
  have hb' : 0 < |b| := abs_pos.2 hb
  rw [twoPoint_error E a b s h1 h12, abs_mul, abs_of_neg hg]
  constructor
  · calc s * (|b| / N2 ^ (1 + s)) = |b| * (s / N2 ^ (1 + s)) := by ring
      _ < |b| * -tailSlope s N1 N2 := mul_lt_mul_of_pos_left (by linarith) hb'
  · calc |b| * -tailSlope s N1 N2 < |b| * (s / N1 ^ (1 + s)) :=
          mul_lt_mul_of_pos_left (by linarith) hb'
      _ = s * (|b| / N1 ^ (1 + s)) := by ring

/-- Electron gas with energy per particle `E + a / N + b / N ^ (4/3)`, `b ≠ 0`, at sizes
`0 < N1 < N2`: the two-point estimate has the stated error, independent of `a` and of sign
opposite to `b`. -/
theorem electronGas_twoPoint (E a : ℝ) {b N1 N2 : ℝ} (hb : b ≠ 0)
    (h1 : 0 < N1) (h12 : N1 < N2) :
    twoPoint (fun N => E + a / N + b / N ^ (4 / 3 : ℝ)) N1 N2 - E
        = b * (N2 ^ (-(1 / 3) : ℝ) - N1 ^ (-(1 / 3) : ℝ)) / (N2 - N1) ∧
      b * (twoPoint (fun N => E + a / N + b / N ^ (4 / 3 : ℝ)) N1 N2 - E) < 0 := by
  have hf : (fun N : ℝ => E + a / N + b / N ^ (4 / 3 : ℝ)) = energy E a b (1 / 3) := by
    funext N
    unfold energy
    rw [show (1 : ℝ) + 1 / 3 = 4 / 3 by norm_num]
  rw [hf]
  refine ⟨?_, twoPoint_error_sign E a (by norm_num) hb h1 h12⟩
  rw [twoPoint_error E a b (1 / 3) h1 h12, tailSlope, mul_div_assoc]

/-- For `0 < N1 < N2`, if a fixed linear combination of two energies recovers `E` from all data
of the form `E + a / N`, then its weights are those of the two-point estimate. -/
theorem twoPoint_weights_unique {N1 N2 w1 w2 : ℝ} (h1 : 0 < N1) (h12 : N1 < N2)
    (h : ∀ E a : ℝ, w1 * (E + a / N1) + w2 * (E + a / N2) = E) :
    w1 = -N1 / (N2 - N1) ∧ w2 = N2 / (N2 - N1) := by
  have hN1 : N1 ≠ 0 := h1.ne'
  have hN2 : N2 ≠ 0 := (h1.trans h12).ne'
  have hd : N2 - N1 ≠ 0 := (sub_pos.2 h12).ne'
  -- test on a pure bulk energy and on a pure 1/N correction
  have e1 : w1 + w2 = 1 := by simpa using h 1 0
  have e2 := h 0 (N1 * N2)
  rw [show N1 * N2 / N1 = N2 by field_simp, show N1 * N2 / N2 = N1 by field_simp] at e2
  constructor
  · rw [eq_div_iff hd]
    linear_combination e2 - N1 * e1
  · rw [eq_div_iff hd]
    linear_combination N2 * e1 - e2

/-- For `s > 0` and three sizes `0 < N1 < N2 < N3`, a combination of the two successive
two-point estimates, with weights that depend only on `s` and the sizes, equals `E` exactly. -/
theorem threePoint_exact (E a b : ℝ) {s N1 N2 N3 : ℝ} (hs : 0 < s)
    (h1 : 0 < N1) (h12 : N1 < N2) (h23 : N2 < N3) :
    (tailSlope s N2 N3 * twoPoint (energy E a b s) N1 N2
        - tailSlope s N1 N2 * twoPoint (energy E a b s) N2 N3)
      / (tailSlope s N2 N3 - tailSlope s N1 N2) = E := by
  have h2 : 0 < N2 := h1.trans h12
  -- the derivative at N2 separates the two difference quotients
  have hlt : tailSlope s N1 N2 < tailSlope s N2 N3 :=
    (tailSlope_bounds hs h1 h12).2.trans (tailSlope_bounds hs h2 h23).1
  rw [div_eq_iff (sub_pos.2 hlt).ne']
  linear_combination tailSlope s N2 N3 * twoPoint_error E a b s h1 h12
    - tailSlope s N1 N2 * twoPoint_error E a b s h2 h23

end

end ElectronGasSizeExtrapolation
```

```lean
#print axioms ElectronGasSizeExtrapolation.twoPoint_error_sign
#print axioms ElectronGasSizeExtrapolation.electronGas_twoPoint
#print axioms ElectronGasSizeExtrapolation.twoPoint_weights_unique
#print axioms ElectronGasSizeExtrapolation.threePoint_exact
```

```
'ElectronGasSizeExtrapolation.twoPoint_error_sign' depends on axioms: [propext, Classical.choice, Quot.sound]
'ElectronGasSizeExtrapolation.electronGas_twoPoint' depends on axioms: [propext, Classical.choice, Quot.sound]
'ElectronGasSizeExtrapolation.twoPoint_weights_unique' depends on axioms: [propext, Classical.choice, Quot.sound]
'ElectronGasSizeExtrapolation.threePoint_exact' depends on axioms: [propext, Classical.choice, Quot.sound]
```

## From the total energy to the three-size formula

`total_energy` is the law multiplied by \(N\). `Real.rpow_add` splits \(N^{1+s}\) into \(N \cdot N^s\), and `linear_combination` finishes with \(N N^{-1} = 1\). `twoPoint_error` inserts this identity at both sizes, whereupon \(a\) cancels.

In `tailSlope_bounds`, the local fact `hd` supplies the derivative of \(x^{-s}\), and `exists_hasDerivAt_eq_slope` is the mean value theorem that produces \(c\). The two strict inequalities then come from `Real.rpow_lt_rpow`, the monotonicity of \(x^{1+s}\).

`twoPoint_error_sign` writes the product of \(b\) and the error as \(b^2 D_{12}\), a positive factor times a negative one. `twoPoint_error_size` takes absolute values, using \(|D_{12}| = -D_{12}\), and multiplies the bounds by \(|b|\). `electronGas_twoPoint` identifies the explicit \(4/3\) law with `energy` at \(s = 1/3\) and applies the general results.

`twoPoint_weights_unique` evaluates its hypothesis on the two test data sets used above and solves the resulting linear equations. In `threePoint_exact`, the inequality `hlt` makes the denominator positive; a linear combination of the two error formulas then eliminates \(b\).
